# Harmonic polynomials from their $Z^0$ and $Z^1$ coefficients, and the $2L+1$ parameters of solid harmonics of degree $L \ge 1$

A pure spherical Gaussian function of angular momentum $L$ is a radial Gaussian times a solid harmonic, a polynomial in $X, Y, Z$ that is homogeneous of degree $L$ and has zero Laplacian. Which coefficients of such a polynomial can be chosen freely, and how many are there?

```lean
import Mathlib

open MvPolynomial

namespace SolidHarmonicsAxisExpansion

noncomputable section

variable {n : ℕ}

/-- The formal Laplacian on real polynomials in `N` variables. -/
def laplacian (N : ℕ) : Module.End ℝ (MvPolynomial (Fin N) ℝ) where
  toFun p := ∑ i, pderiv i (pderiv i p)
  map_add' p q := by simp [Finset.sum_add_distrib]
  map_smul' r p := by simp [Finset.smul_sum]

/-- The coefficient `c_k` of `Z^k`, where `Z` is variable `0`, as a polynomial in the
remaining `n` transverse variables. -/
def zCoeff (q : MvPolynomial (Fin (n + 1)) ℝ) (k : ℕ) : MvPolynomial (Fin n) ℝ :=
  (finSuccEquiv ℝ n q).coeff k

/-- The sequence started at `c₀, c₁` with `c_{k+2} = -Δ c_k / ((k+1)(k+2))`. -/
def axisSeq (c₀ c₁ : MvPolynomial (Fin n) ℝ) : ℕ → MvPolynomial (Fin n) ℝ
  | 0 => c₀
  | 1 => c₁
  | k + 2 => (-(((k : ℝ) + 1) * (k + 2))⁻¹) • laplacian n (axisSeq c₀ c₁ k)

/-- The exponent vector of the monomial `X^a Y^b`. -/
def xy (a b : ℕ) : Fin 2 →₀ ℕ := Finsupp.single 0 a + Finsupp.single 1 b

/-- The `Z^k` coefficient of `Δ q` is `(k+1)(k+2) c_{k+2}` plus the transverse Laplacian
of `c_k`. -/
theorem zCoeff_laplacian (q : MvPolynomial (Fin (n + 1)) ℝ) (k : ℕ) :
    zCoeff (laplacian (n + 1) q) k
      = (((k : ℝ) + 1) * (k + 2)) • zCoeff q (k + 2) + laplacian n (zCoeff q k) := by
  have hC : ∀ a : ℝ, finSuccEquiv ℝ n (C a) = Polynomial.C (C a) := by
    intro a; simp [finSuccEquiv_apply]
  -- the Z derivative is the derivative of the expansion in Z
  have hz : ∀ p, finSuccEquiv ℝ n (pderiv 0 p) = Polynomial.derivative (finSuccEquiv ℝ n p) := by
    intro p
    induction p using MvPolynomial.induction_on with
    | C a => rw [pderiv_C, hC]; simp
    | add p q hp hq => simp only [map_add, hp, hq]
    | mul_X p i hp =>
      rcases Fin.eq_zero_or_eq_succ i with rfl | ⟨j, rfl⟩
      · rw [pderiv_mul, pderiv_X_self]
        simp [hp, finSuccEquiv_X_zero, Polynomial.derivative_mul]
      · rw [pderiv_mul, pderiv_X_of_ne (Fin.succ_ne_zero j)]
        simp [hp, finSuccEquiv_X_succ, Polynomial.derivative_mul]
  -- transverse derivatives act on each coefficient
  have hs : ∀ (i : Fin n) p k, (finSuccEquiv ℝ n (pderiv i.succ p)).coeff k
      = pderiv i ((finSuccEquiv ℝ n p).coeff k) := by
    intro i p
    induction p using MvPolynomial.induction_on with
    | C a =>
      intro k
      rw [pderiv_C, hC, map_zero, Polynomial.coeff_zero, Polynomial.coeff_C]
      split_ifs <;> simp
    | add p q hp hq => intro k; simp only [map_add, Polynomial.coeff_add, hp, hq]
    | mul_X p j hp =>
      intro k
      rcases Fin.eq_zero_or_eq_succ j with rfl | ⟨j, rfl⟩
      · rw [pderiv_mul, pderiv_X_of_ne (Fin.succ_ne_zero i).symm]
        simp only [mul_zero, add_zero, map_mul, finSuccEquiv_X_zero]
        cases k with
        | zero => simp
        | succ k => simp only [Polynomial.coeff_mul_X, hp]
      · have hX : finSuccEquiv ℝ n (pderiv i.succ (X j.succ))
            = Polynomial.C (pderiv i (X j : MvPolynomial (Fin n) ℝ)) := by
          by_cases h : j = i
          · rw [h, pderiv_X_self, pderiv_X_self]; simp
          · rw [pderiv_X_of_ne h, pderiv_X_of_ne (fun e => h (Fin.succ_injective _ e))]; simp
        rw [pderiv_mul]
        simp only [map_add, map_mul, hX, finSuccEquiv_X_succ, Polynomial.coeff_add,
          Polynomial.coeff_mul_C, hp, pderiv_mul]
  have hsum : ∀ f : Fin n → Polynomial (MvPolynomial (Fin n) ℝ),
      (∑ i, f i).coeff k = ∑ i, (f i).coeff k := by intro f; simp
  have e : k + 1 + 1 = k + 2 := rfl
  show (finSuccEquiv ℝ n (∑ i, pderiv i (pderiv i q))).coeff k
    = _ • (finSuccEquiv ℝ n q).coeff (k + 2)
      + ∑ i, pderiv i (pderiv i ((finSuccEquiv ℝ n q).coeff k))
  rw [Fin.sum_univ_succ, map_add, map_sum, Polynomial.coeff_add, hsum]
  simp only [hz, hs, Polynomial.coeff_derivative, e]
  congr 1
  rw [smul_eq_C_mul]
  simp only [map_mul, map_add, map_natCast, map_one, map_ofNat]
  push_cast
  ring

/-- A polynomial is harmonic exactly when `c_{k+2} = -Δ c_k / ((k+1)(k+2))` for all `k`. -/
theorem harmonic_iff (q : MvPolynomial (Fin (n + 1)) ℝ) :
    laplacian (n + 1) q = 0 ↔ ∀ k : ℕ,
      zCoeff q (k + 2) = (-(((k : ℝ) + 1) * (k + 2))⁻¹) • laplacian n (zCoeff q k) := by
  have hr : ∀ k : ℕ, ((k : ℝ) + 1) * (k + 2) ≠ 0 := fun k => by positivity
  constructor
  · intro h k
    have h1 := zCoeff_laplacian q k
    have h0 : zCoeff (0 : MvPolynomial (Fin (n + 1)) ℝ) k = 0 := by simp [zCoeff]
    rw [h, h0] at h1
    rw [eq_neg_of_add_eq_zero_right h1.symm, neg_smul, smul_neg, neg_neg, smul_smul,
      inv_mul_cancel₀ (hr k), one_smul]
  · intro h
    refine (finSuccEquiv ℝ n).injective (Polynomial.ext fun k => ?_)
    have h1 := zCoeff_laplacian q k
    rw [h k, smul_smul, mul_neg, mul_inv_cancel₀ (hr k), neg_smul, one_smul,
      neg_add_cancel] at h1
    rw [map_zero, Polynomial.coeff_zero]
    exact h1

/-- The Laplacian lowers the degree of a homogeneous polynomial by two and annihilates
degrees zero and one. -/
theorem laplacian_homogeneous {c : MvPolynomial (Fin n) ℝ} {j : ℕ} (hc : c.IsHomogeneous j) :
    (∀ i, j = i + 2 → (laplacian n c).IsHomogeneous i) ∧ (j ≤ 1 → laplacian n c = 0) := by
  constructor
  · rintro i rfl
    refine IsHomogeneous.sum Finset.univ (fun k => pderiv k (pderiv k c)) i fun k _ => ?_
    have h : (pderiv k (pderiv k c)).IsHomogeneous (i + 2 - 1 - 1) := hc.pderiv.pderiv
    exact h
  · intro hj
    show ∑ k : Fin n, pderiv k (pderiv k c) = 0
    refine Finset.sum_eq_zero fun k _ => ?_
    have h : (pderiv k c).IsHomogeneous (j - 1) := hc.pderiv
    have h1 := h.totalDegree_le
    have h2 := totalDegree_eq_zero_iff_eq_C.1 (show (pderiv k c).totalDegree = 0 by omega)
    show pderiv k (pderiv k c) = 0
    rw [h2, pderiv_C]

/-- Every polynomial is annihilated by all sufficiently high powers of the Laplacian. -/
theorem laplacian_pow_eq_zero (c : MvPolynomial (Fin n) ℝ) :
    ∃ N, ∀ m, N ≤ m → (laplacian n ^ m) c = 0 := by
  have hom : ∀ j, ∀ c : MvPolynomial (Fin n) ℝ, c.IsHomogeneous j →
      ∃ N, (laplacian n ^ N) c = 0 := by
    intro j
    induction j using Nat.strong_induction_on with
    | _ j ih =>
      intro c hc
      by_cases hj : j ≤ 1
      · exact ⟨1, by rw [pow_one]; exact (laplacian_homogeneous hc).2 hj⟩
      · obtain ⟨N, hN⟩ := ih (j - 2) (by omega) _ ((laplacian_homogeneous hc).1 _ (by omega))
        exact ⟨N + 1, by rw [pow_succ, Module.End.mul_apply]; exact hN⟩
  induction c using MvPolynomial.induction_on' with
  | monomial u a =>
    obtain ⟨N, hN⟩ := hom _ _ (isHomogeneous_monomial (d := u) a rfl)
    refine ⟨N, fun m hm => ?_⟩
    obtain ⟨k, rfl⟩ := Nat.exists_eq_add_of_le' hm
    rw [pow_add, Module.End.mul_apply, hN, map_zero]
  | add p q hp hq =>
    obtain ⟨N, hN⟩ := hp
    obtain ⟨M, hM⟩ := hq
    exact ⟨N + M, fun m hm => by rw [map_add, hN m (by omega), hM m (by omega), add_zero]⟩

/-- For any transverse polynomials `c₀, c₁` there is exactly one harmonic polynomial whose
`Z^0` and `Z^1` coefficients are `c₀` and `c₁`. -/
theorem existsUnique_harmonic (c₀ c₁ : MvPolynomial (Fin n) ℝ) :
    ∃! q, laplacian (n + 1) q = 0 ∧ zCoeff q 0 = c₀ ∧ zCoeff q 1 = c₁ := by
  have hs : ∀ k : ℕ, axisSeq c₀ c₁ (k + 2)
      = (-(((k : ℝ) + 1) * (k + 2))⁻¹) • laplacian n (axisSeq c₀ c₁ k) := fun k => by
    rfl
  have hform : ∀ m, (∃ r : ℝ, axisSeq c₀ c₁ (2 * m) = r • (laplacian n ^ m) c₀) ∧
      ∃ r : ℝ, axisSeq c₀ c₁ (2 * m + 1) = r • (laplacian n ^ m) c₁ := by
    intro m
    induction m with
    | zero => exact ⟨⟨1, by simp [axisSeq]⟩, ⟨1, by simp [axisSeq]⟩⟩
    | succ m ih =>
      obtain ⟨⟨r, hr⟩, ⟨t, ht⟩⟩ := ih
      constructor
      · rw [show 2 * (m + 1) = 2 * m + 2 by ring, hs, hr, map_smul, smul_smul, pow_succ',
          Module.End.mul_apply]
        exact ⟨_, rfl⟩
      · rw [show 2 * (m + 1) + 1 = 2 * m + 1 + 2 by ring, hs, ht, map_smul, smul_smul,
          pow_succ', Module.End.mul_apply]
        exact ⟨_, rfl⟩
  obtain ⟨N, hN⟩ := laplacian_pow_eq_zero c₀
  obtain ⟨M, hM⟩ := laplacian_pow_eq_zero c₁
  -- the recurrence terminates
  have hz : ∀ k, 2 * (N + M) + 2 ≤ k → axisSeq c₀ c₁ k = 0 := by
    intro k hk
    obtain ⟨m, rfl | rfl⟩ := Nat.even_or_odd' k
    · obtain ⟨r, hr⟩ := (hform m).1
      rw [hr, hN m (by omega), smul_zero]
    · obtain ⟨r, hr⟩ := (hform m).2
      rw [hr, hM m (by omega), smul_zero]
  apply existsUnique_of_exists_of_unique
  · have hq : ∀ k, zCoeff ((finSuccEquiv ℝ n).symm (∑ j ∈ Finset.range (2 * (N + M) + 2),
        Polynomial.monomial j (axisSeq c₀ c₁ j))) k = axisSeq c₀ c₁ k := by
      intro k
      have h : (∑ j ∈ Finset.range (2 * (N + M) + 2),
          Polynomial.monomial j (axisSeq c₀ c₁ j)).coeff k
          = if k ∈ Finset.range (2 * (N + M) + 2) then axisSeq c₀ c₁ k else 0 := by
        simp [Polynomial.coeff_monomial]
      rw [zCoeff, AlgEquiv.apply_symm_apply, h]
      split_ifs with hk
      · rfl
      · exact (hz k (by rw [Finset.mem_range] at hk; omega)).symm
    exact ⟨_, (harmonic_iff _).2 fun k => by rw [hq, hq, hs], hq 0, hq 1⟩
  · rintro p q ⟨hp, p0, p1⟩ ⟨hq, q0, q1⟩
    have h : ∀ k, zCoeff p k = zCoeff q k ∧ zCoeff p (k + 1) = zCoeff q (k + 1) := by
      intro k
      induction k with
      | zero => exact ⟨p0.trans q0.symm, p1.trans q1.symm⟩
      | succ k ih =>
        refine ⟨ih.2, ?_⟩
        show zCoeff p (k + 2) = zCoeff q (k + 2)
        rw [(harmonic_iff p).1 hp k, (harmonic_iff q).1 hq k, ih.1]
    exact (finSuccEquiv ℝ n).injective (Polynomial.ext fun k => (h k).1)

/-- Homogeneity of degree `j` means that each monomial present has exponent sum `j`. -/
theorem isHomogeneous_iff {p : MvPolynomial (Fin n) ℝ} {j : ℕ} :
    p.IsHomogeneous j ↔ ∀ d, coeff d p ≠ 0 → ∑ i, d i = j := by
  have hw : ∀ d : Fin n →₀ ℕ, Finsupp.weight (1 : Fin n → ℕ) d = ∑ i, d i := by
    intro d; simp [Finsupp.weight_apply, Finsupp.sum_fintype]
  exact ⟨fun h d hd => (hw d).symm.trans (h hd), fun h d hd => (hw d).trans (h d hd)⟩

/-- A harmonic polynomial is homogeneous of degree `l+1` exactly when `c₀` is homogeneous of
degree `l+1` and `c₁` of degree `l`. -/
theorem harmonic_homogeneous_iff {q : MvPolynomial (Fin (n + 1)) ℝ}
    (hq : laplacian (n + 1) q = 0) (l : ℕ) : q.IsHomogeneous (l + 1) ↔
      (zCoeff q 0).IsHomogeneous (l + 1) ∧ (zCoeff q 1).IsHomogeneous l := by
  refine ⟨fun h => ⟨h.finSuccEquiv_coeff_isHomogeneous 0 (l + 1) (by omega),
    h.finSuccEquiv_coeff_isHomogeneous 1 l (by omega)⟩, fun ⟨h0, h1⟩ => ?_⟩
  -- c_k has degree l + 1 - k and vanishes for k > l + 1
  have P : ∀ k, (∀ j, k + j = l + 1 → (zCoeff q k).IsHomogeneous j) ∧
      (l + 1 < k → zCoeff q k = 0) := by
    intro k
    induction k using Nat.strong_induction_on with
    | _ k ih =>
      obtain rfl | rfl | ⟨k, rfl⟩ : k = 0 ∨ k = 1 ∨ ∃ m, k = m + 2 := by
        by_cases h : 2 ≤ k
        · exact Or.inr (Or.inr ⟨k - 2, by omega⟩)
        · by_cases h' : k = 0
          · exact Or.inl h'
          · exact Or.inr (Or.inl (by omega))
      · exact ⟨fun j hj => by rwa [show j = l + 1 by omega], fun h => by omega⟩
      · exact ⟨fun j hj => by rwa [show j = l by omega], fun h => by omega⟩
      · obtain ⟨a, b⟩ := ih k (by omega)
        rw [(harmonic_iff q).1 hq k]
        refine ⟨fun j hj => ?_, fun hk => ?_⟩
        · rw [smul_eq_C_mul]
          exact ((laplacian_homogeneous (a (j + 2) (by omega))).1 j rfl).C_mul _
        · by_cases h : l + 1 < k
          · rw [b h, map_zero, smul_zero]
          · rw [(laplacian_homogeneous (a (l + 1 - k) (by omega))).2 (by omega), smul_zero]
  refine isHomogeneous_iff.2 fun d hd => ?_
  have e : coeff d.tail (zCoeff q (d 0)) = coeff d q := by
    rw [zCoeff, finSuccEquiv_coeff_coeff, Finsupp.cons_tail]
  rw [← e] at hd
  by_cases h : l + 1 < d 0
  · rw [(P _).2 h] at hd
    exact absurd (coeff_zero _) hd
  · have h2 := isHomogeneous_iff.1 ((P (d 0)).1 (l + 1 - d 0) (by omega)) d.tail hd
    simp only [Finsupp.tail_apply] at h2
    rw [Fin.sum_univ_succ, h2]
    omega

/-- Any `l+1` numbers are the coefficients of `X^i Y^(l-i)` in exactly one homogeneous
polynomial of degree `l` in `X, Y`. -/
theorem planar_parameters (l : ℕ) (a : Fin (l + 1) → ℝ) :
    ∃! c : MvPolynomial (Fin 2) ℝ,
      c.IsHomogeneous l ∧ ∀ i : Fin (l + 1), coeff (xy i (l - i)) c = a i := by
  have h0 : ∀ a b, xy a b 0 = a := by intro a b; simp [xy]
  have h1 : ∀ a b, xy a b 1 = b := by intro a b; simp [xy]
  apply existsUnique_of_exists_of_unique
  · refine ⟨∑ i : Fin (l + 1), monomial (xy i (l - i)) (a i), ?_, fun i => ?_⟩
    · refine IsHomogeneous.sum _ _ _ fun i _ => isHomogeneous_iff.2 fun d hd => ?_
      rw [coeff_monomial] at hd
      have h : xy i (l - i) = d := by by_contra h; exact hd (if_neg h)
      have := i.2
      rw [← h, Fin.sum_univ_two, h0, h1]
      omega
    · rw [coeff_sum, Finset.sum_eq_single i]
      · rw [coeff_monomial, if_pos rfl]
      · intro j _ hj
        rw [coeff_monomial, if_neg]
        intro e
        have h := DFunLike.congr_fun e 0
        rw [h0, h0] at h
        exact hj (Fin.ext h)
      · simp
  · rintro c c' ⟨hc, ha⟩ ⟨hc', ha'⟩
    refine MvPolynomial.ext _ _ fun d => ?_
    by_cases h : ∑ i, d i = l
    · rw [Fin.sum_univ_two] at h
      have hd : d = xy (d 0) (l - d 0) :=
        Finsupp.ext (Fin.forall_fin_two.2 ⟨by rw [h0], by rw [h1]; omega⟩)
      have hl : d 0 < l + 1 := by omega
      rw [hd]
      exact (ha ⟨d 0, hl⟩).trans (ha' ⟨d 0, hl⟩).symm
    · have z : ∀ p : MvPolynomial (Fin 2) ℝ, p.IsHomogeneous l → coeff d p = 0 :=
        fun p hp => by by_contra hn; exact h (isHomogeneous_iff.1 hp d hn)
      rw [z c hc, z c' hc']

/-- In three variables, any `(l+2) + (l+1)` numbers are the coefficients of `X^i Y^(l+1-i)` in
`c₀` and of `X^i Y^(l-i)` in `c₁` for exactly one harmonic homogeneous polynomial of degree
`l+1`. -/
theorem solid_harmonic_parameters (l : ℕ) (a : Fin (l + 1 + 1) → ℝ) (b : Fin (l + 1) → ℝ) :
    ∃! q : MvPolynomial (Fin (2 + 1)) ℝ, laplacian (2 + 1) q = 0 ∧ q.IsHomogeneous (l + 1) ∧
      (∀ i : Fin (l + 1 + 1), coeff (xy i (l + 1 - i)) (zCoeff q 0) = a i) ∧
      ∀ i : Fin (l + 1), coeff (xy i (l - i)) (zCoeff q 1) = b i := by
  obtain ⟨c₀, ⟨h0, ha⟩, u0⟩ := planar_parameters (l + 1) a
  obtain ⟨c₁, ⟨h1, hb⟩, u1⟩ := planar_parameters l b
  obtain ⟨q, ⟨hq, e0, e1⟩, u⟩ := existsUnique_harmonic c₀ c₁
  subst e0 e1
  refine ⟨q, ⟨hq, (harmonic_homogeneous_iff hq l).2 ⟨h0, h1⟩, ha, hb⟩, ?_⟩
  rintro p ⟨hp, hh, pa, pb⟩
  have h := (harmonic_homogeneous_iff hp l).1 hh
  exact u p ⟨hp, u0 _ ⟨h.1, pa⟩, u1 _ ⟨h.2, pb⟩⟩

end

end SolidHarmonicsAxisExpansion
```

```lean
#print axioms SolidHarmonicsAxisExpansion.solid_harmonic_parameters
-- 'SolidHarmonicsAxisExpansion.solid_harmonic_parameters' depends on axioms: [propext, Classical.choice, Quot.sound]
```

## The two uniqueness theorems

A polynomial $q$ in the axis variable $Z$ and $n$ transverse variables is an element of `MvPolynomial (Fin (n + 1)) ℝ`. Variable `0` is $Z$. For $n = 2$ the transverse ring has variables `0` and `1`, read as $X$ and $Y$. The map `finSuccEquiv` rewrites $q$ as a polynomial in $Z$,
$$q = \sum_k c_k\, Z^k ,$$
and `zCoeff q k` is the transverse polynomial $c_k$. `laplacian N` is the sum of the second formal partial derivatives in `N` variables. Below, $\Delta$ is `laplacian (n + 1)` and $\Delta_\perp$ is `laplacian n`, so $\Delta = \partial_Z^2 + \Delta_\perp$. Harmonic means $\Delta q = 0$ as an identity of polynomials.

`existsUnique_harmonic` says that for every $n$ and any real transverse polynomials $c_0, c_1$ exactly one harmonic $q$ has these as its $Z^0$ and $Z^1$ coefficients. No degree condition is imposed. At $n = 0$ the transverse polynomials are constants and $q = c_0 + c_1 Z$.

`solid_harmonic_parameters` takes $n = 2$ and degree $L = l + 1$, where $l \ge 0$ is Lean's `l`; the shift avoids subtracting one from a natural number. Given reals $a_0, \dots, a_{l+1}$ and $b_0, \dots, b_l$, exactly one harmonic $q$, homogeneous of degree $l+1$, has $a_i$ as the coefficient of $X^i Y^{l+1-i}$ in $c_0$ and $b_i$ as the coefficient of $X^i Y^{l-i}$ in $c_1$. The exponent vector of $X^a Y^b$ is `xy a b`. `IsHomogeneous j` means that every monomial present has exponent sum $j$, so the zero polynomial is homogeneous of every degree. The parameters number $(l+2) + (l+1) = (L+1) + L = 2L+1$. The count takes the form of unique existence for each choice of $a$ and $b$; no vector-space dimension is stated, and $L = 0$ is not included.

## Data on the plane $Z = 0$ and the shell count

Since $c_0$ is $q$ at $Z = 0$ and $c_1$ is $\partial_Z q$ at $Z = 0$, the first theorem says that a polynomial solution of Laplace's equation is fixed by its value and normal derivative on a plane, and that these may be any polynomials. The second matches the $2L+1$ functions of a pure spherical shell, for the polynomial prefactor alone: the Gaussian factor, normalisation, orthogonality on the sphere and the labelling by a magnetic quantum number do not enter the file.

For $L = 1$ the recurrence derived below adds nothing, and $q = a_0 Y + a_1 X + b_0 Z$ spans the p shell. For $L = 2$, the choice $c_0 = X^2 + Y^2$, $c_1 = 0$ gives $\Delta_\perp c_0 = 4$, $c_2 = -2$ and $q = X^2 + Y^2 - 2Z^2$, an unnormalised multiple of the $d_{z^2}$ prefactor. These examples, the reading as data on a plane and the closed factorial form below are illustrations that no theorem of the file states.

## The recurrence along $Z$

Apply $\Delta$ term by term:
$$\Delta q = \sum_k k(k-1)\, c_k Z^{k-2} + \sum_k (\Delta_\perp c_k) Z^k .$$
Shifting $k \to k+2$ in the first sum, the coefficient of $Z^k$ in $\Delta q$ is
$$(k+1)(k+2)\, c_{k+2} + \Delta_\perp c_k .$$
This is `zCoeff_laplacian`. Its step `hz` shows that the $Z$ derivative is the ordinary derivative of the expansion in $Z$, and `hs` that a transverse derivative acts on each $c_k$ separately. Both go by induction over constants, sums and multiplication by a variable, using the product rule. `Fin.sum_univ_succ` then splits $\Delta$ into $\partial_Z^2$ and $\Delta_\perp$.

A polynomial vanishes exactly when all its $Z^k$ coefficients do, and $(k+1)(k+2) \ne 0$. So $q$ is harmonic if and only if, for all $k \ge 0$,
$$c_{k+2} = -\frac{\Delta_\perp c_k}{(k+1)(k+2)} ,$$
which is `harmonic_iff`. Uniqueness follows: two harmonic polynomials sharing $c_0, c_1$ share $c_2, c_3$, and so on. The second half of `existsUnique_harmonic` runs this induction on the pair of coefficients $k$ and $k+1$.

## Termination of the sequence

For existence, let the recurrence define $c_k$ from $c_0, c_1$; this sequence is `axisSeq`. Iterating gives, for $m \ge 0$,
$$c_{2m} = \frac{(-1)^m}{(2m)!}\, \Delta_\perp^m c_0, \qquad c_{2m+1} = \frac{(-1)^m}{(2m+1)!}\, \Delta_\perp^m c_1 .$$
The step `hform` keeps only that each term is some real multiple of $\Delta_\perp^m c_0$ or $\Delta_\perp^m c_1$, which suffices.

Each derivative lowers a homogeneous degree $j$ by one. Hence $\Delta_\perp$ sends degree $j \ge 2$ to $j - 2$, and for $j \le 1$ the first derivative is a constant and the second is zero. This is `laplacian_homogeneous`. Strong induction on $j$ gives a power of $\Delta_\perp$ that annihilates a homogeneous polynomial, in particular a monomial, and `laplacian_pow_eq_zero` extends this to sums by adding thresholds. If all powers from $N$ on annihilate $c_0$ and all from $M$ on annihilate $c_1$, then $c_k = 0$ for $k \ge 2(N+M)+2$. The sum of $c_k Z^k$ below that cutoff is a polynomial whose coefficients equal `axisSeq` at every $k$ (step `hq`), so it obeys the recurrence and is harmonic.

## Degrees and the count

If $q$ is homogeneous of degree $l+1$, a monomial in $c_k Z^k$ leaves degree $l+1-k$ for $c_k$, so $c_0$ has degree $l+1$ and $c_1$ degree $l$. Conversely, let $q$ be harmonic with these two degrees. Since $c_{k+2}$ is a multiple of $\Delta_\perp c_k$, induction gives $c_k$ degree $l+1-k$ for $k \le l+1$. For $k + 2 > l+1$, either $c_k$ is already zero or it has degree at most one, so $c_{k+2} = 0$. This is the claim `P` in `harmonic_homogeneous_iff`. A monomial of $q$ with $Z$ exponent $k$ then has $k \le l+1$ and exponent sum $k + (l+1-k) = l+1$; `isHomogeneous_iff` translates between homogeneity and exponent sums.

In two variables the monomials of degree $l$ are $X^i Y^{l-i}$ with $0 \le i \le l$. `planar_parameters` builds $\sum_i a_i X^i Y^{l-i}$ from any $l+1$ numbers, reads the coefficients back because different $i$ give different exponent vectors, and gets uniqueness because all other coefficients vanish by homogeneity.

`solid_harmonic_parameters` applies this at degrees $l+1$ and $l$ to get $c_0$ and $c_1$, takes $q$ from `existsUnique_harmonic`, and obtains its homogeneity from `harmonic_homogeneous_iff`. Any other solution $p$ is harmonic and homogeneous, so its $Z^0$ and $Z^1$ coefficients are homogeneous with the prescribed numbers. They equal $c_0$ and $c_1$, and therefore $p = q$.
